# Stability limit of a stale kernel in linearised extended Lagrangian Born–Oppenheimer dynamics

Let \(J_0\) and \(J\) be real symmetric positive definite matrices and \(\kappa>0\). Every solution of

\[
x_{k+2}=2x_{k+1}-x_k-\kappa J_0^{-1}J\,x_{k+1}
\]

is bounded if and only if

\[
\kappa\,\langle v,Jv\rangle<4\,\langle v,J_0v\rangle\qquad\text{for every } v\neq 0 .
\]

In extended Lagrangian Born–Oppenheimer dynamics, where a kernel preconditions the force on auxiliary electronic variables, this tells whether an old kernel still keeps these variables bounded, within a linear model with a fixed Jacobian and no damping.

## The electronic update with an old kernel

The vector \(x_k\) is the deviation of the auxiliary electronic variables from the ground state at step \(k\). To first order the residual is \(-Jx_k\), where \(J\) is the current Jacobian taken with positive sign. The kernel \(J_0^{-1}\) was built from an earlier Jacobian \(J_0\). The number \(\kappa\) is the squared time step times the squared frequency of the auxiliary oscillator.

Symmetry of \(J\) means that the linearised residual is minus the gradient of a quadratic energy, and positive definiteness means that this energy rises in every direction. For charges or densities \(J\) is in general not symmetric: there \(J=I-\chi F\), where the symmetric matrix \(F\) gives the change of the potential with the charges and the symmetric matrix \(\chi\) the change of the charges with the potential. If \(F\) is invertible and the same for both Jacobians, then \(J_0^{-1}J=(FJ_0)^{-1}(FJ)\), and the theorem applies with the symmetric matrices \(FJ_0\) and \(FJ\) in place of \(J_0\) and \(J\), provided that both are positive definite. The nuclei stand still in this model, so neither \(J\) nor the ground state changes with \(k\).

In Lean 4 with Mathlib:

```lean
import Mathlib

open Matrix

namespace StaleKernelXLBOMD

noncomputable section

variable {ι : Type*} [Fintype ι]
```

In the code a vector is a function `ι → ℝ` on a finite index type, `*ᵥ` applies a matrix to a vector, and `⬝ᵥ` is the dot product \(\langle\cdot,\cdot\rangle\). A trajectory is any sequence that obeys the recurrence, with \(x_0\) and \(x_1\) free.

```lean
/-- The linearised, undamped extended Lagrangian update of the deviation `x` with the stale kernel
`J0⁻¹`, for invertible `J0`, while the current Jacobian is `J`. -/
def IsTrajectory [DecidableEq ι] (κ : ℝ) (J0 J : Matrix ι ι ℝ) (x : ℕ → ι → ℝ) : Prop :=
  ∀ k, x (k + 2) = (2 : ℝ) • x (k + 1) - x k - κ • ((J0⁻¹ * J) *ᵥ x (k + 1))
```

Stability means that each trajectory has a bound \(C\) on all its components at all steps. The bound may depend on the trajectory.

```lean
/-- The stale kernel is stable if every trajectory stays bounded, for invertible `J0`. -/
def IsStable [DecidableEq ι] (κ : ℝ) (J0 J : Matrix ι ι ℝ) : Prop :=
  ∀ x, IsTrajectory κ J0 J x → ∃ C : ℝ, ∀ k i, |x k i| ≤ C
```

## An energy and an alternating mode

For consecutive points \(x\) and \(y\), define

\[
E(x,y)=\langle y-x,J_0(y-x)\rangle+\kappa\langle y,Jx\rangle .
\]

The old Jacobian acts as a mass matrix and \(\kappa J\) as a stiffness.

```lean
/-- A discrete energy of two consecutive points `x`, `y`: a kinetic term with mass matrix `J0`
and a potential term with stiffness `κ J`. -/
def shadowEnergy (κ : ℝ) (J0 J : Matrix ι ι ℝ) (x y : ι → ℝ) : ℝ :=
  (y - x) ⬝ᵥ J0 *ᵥ (y - x) + κ * (y ⬝ᵥ J *ᵥ x)
```

Instability will come from a single mode. If \(Jv=\mu J_0v\) and \(x_k=\xi_kv\), the recurrence becomes \(\xi_{k+2}=(2-l)\xi_{k+1}-\xi_k\) with \(l=\kappa\mu\). Writing \(\xi_k=(-1)^ka_k\) removes the alternating sign:

\[
a_{k+2}=(l-2)a_{k+1}-a_k,\qquad a_0=0,\quad a_1=1 .
\]

```lean
/-- The signed amplitude `a k` of the motion `(-1)^k * a k` in a mode of reduced stiffness `l`, with
`a 0 = 0` and `a 1 = 1`. -/
def sloshAmplitude (l : ℝ) : ℕ → ℝ
  | 0 => 0
  | 1 => 1
  | (k + 2) => (l - 2) * sloshAmplitude l (k + 1) - sloshAmplitude l k
```

Two properties of the matrices are used throughout. A symmetric \(A\) satisfies \(\langle u,Av\rangle=\langle v,Au\rangle\).

```lean
/-- The bilinear form of a real symmetric matrix is symmetric. -/
lemma form_symm {A : Matrix ι ι ℝ} (hA : A.IsHermitian) (u v : ι → ℝ) :
    u ⬝ᵥ A *ᵥ v = v ⬝ᵥ A *ᵥ u := by
  have hT : Aᵀ = A := (Matrix.conjTranspose_eq_transpose_of_trivial A).symm.trans hA
  rw [Matrix.dotProduct_mulVec, ← Matrix.mulVec_transpose, hT, dotProduct_comm]
```

A positive definite \(A\) satisfies \(\langle v,Av\rangle>0\) for \(v\ne0\).

```lean
/-- The quadratic form of a positive definite matrix is positive on nonzero vectors. -/
lemma form_pos {A : Matrix ι ι ℝ} (hA : A.PosDef) {v : ι → ℝ} (hv : v ≠ 0) :
    0 < v ⬝ᵥ A *ᵥ v := by
  simpa using hA.dotProduct_mulVec_pos hv
```

## The stiffest mode relative to the old Jacobian

The quotient \(\langle v,Jv\rangle/\langle v,J_0v\rangle\) is continuous on the unit sphere, which is compact and, with at least one variable, nonempty, so it has a maximum \(\mu\) there, at some \(v\). It does not change when \(v\) is rescaled, hence

\[
f(w)=\mu\langle w,J_0w\rangle-\langle w,Jw\rangle\ge0\quad\text{for all }w,\qquad f(v)=0 .
\]

Put \(g=\mu J_0v-Jv\) and \(b=f(g)\ge0\). For every real \(t\),

\[
0\le f(v+tg)=2t\langle g,g\rangle+t^2b .
\]

With \(r=\langle g,g\rangle/(b+1)\) and \(t=-r\), the right-hand side is \(-r^2(b+2)\). Therefore \(r=0\), so \(g=0\) and \(Jv=\mu J_0v\).

In the proof `hle` is the inequality \(f\ge0\), and `key` is the expansion in \(t\). The sphere is that of the maximum norm, which serves equally well because the quotient is scale-invariant.

```lean
/-- For a nonempty index type, positive definite `J0` and symmetric `J`, there is a stiffest mode
`J v = μ J0 v`, whose `μ` bounds the ratio of the two quadratic forms. -/
theorem stiffest_mode [Nonempty ι] {J0 J : Matrix ι ι ℝ} (h0 : J0.PosDef)
    (hJ : J.IsHermitian) : ∃ (μ : ℝ) (v : ι → ℝ), v ≠ 0 ∧ J *ᵥ v = μ • (J0 *ᵥ v) ∧
      ∀ w, w ⬝ᵥ J *ᵥ w ≤ μ * (w ⬝ᵥ J0 *ᵥ w) := by
  have hcont : ∀ A : Matrix ι ι ℝ, Continuous fun v : ι → ℝ => v ⬝ᵥ A *ᵥ v := by
    intro A
    simp only [dotProduct, Matrix.mulVec]
    fun_prop
  have hne : ∀ v ∈ Metric.sphere (0 : ι → ℝ) 1, v ≠ 0 := by
    rintro v hv rfl
    simp at hv
  -- the quotient of the two forms attains its maximum on the unit sphere
  obtain ⟨v, hv, hmax⟩ := (isCompact_sphere (0 : ι → ℝ) 1).exists_isMaxOn
    ⟨fun _ => 1, by rw [mem_sphere_zero_iff_norm, pi_norm_const, norm_one]⟩
    ((hcont J).continuousOn.div (hcont J0).continuousOn
      fun v hv => (form_pos h0 (hne v hv)).ne')
  obtain ⟨μ, hμ⟩ : ∃ μ, μ = (v ⬝ᵥ J *ᵥ v) / (v ⬝ᵥ J0 *ᵥ v) := ⟨_, rfl⟩
  have hle : ∀ w, w ⬝ᵥ J *ᵥ w ≤ μ * (w ⬝ᵥ J0 *ᵥ w) := by
    intro w
    rcases eq_or_ne w 0 with rfl | hw
    · simp
    have hn : ‖w‖ ≠ 0 := norm_ne_zero_iff.mpr hw
    have hu : ((‖w‖⁻¹ • w) ⬝ᵥ J *ᵥ (‖w‖⁻¹ • w)) / ((‖w‖⁻¹ • w) ⬝ᵥ J0 *ᵥ (‖w‖⁻¹ • w)) ≤ μ := by
      rw [hμ]
      exact isMaxOn_iff.mp hmax _ (by
        rw [mem_sphere_zero_iff_norm, norm_smul, norm_inv, norm_norm, inv_mul_cancel₀ hn])
    simp only [Matrix.mulVec_smul, dotProduct_smul, smul_dotProduct, smul_eq_mul] at hu
    rw [mul_div_mul_left _ _ (inv_ne_zero hn), mul_div_mul_left _ _ (inv_ne_zero hn)] at hu
    exact (div_le_iff₀ (form_pos h0 hw)).mp hu
  have heq : v ⬝ᵥ J *ᵥ v = μ * (v ⬝ᵥ J0 *ᵥ v) := by
    rw [hμ, div_mul_cancel₀ _ (form_pos h0 (hne v hv)).ne']
  -- the gradient `g` at the maximum vanishes: vary `v` along `g`
  obtain ⟨g, hg⟩ : ∃ g, g = μ • (J0 *ᵥ v) - J *ᵥ v := ⟨_, rfl⟩
  have hgg : g ⬝ᵥ g = μ * (g ⬝ᵥ J0 *ᵥ v) - g ⬝ᵥ J *ᵥ v := by
    rw [← smul_eq_mul, ← dotProduct_smul, ← dotProduct_sub, ← hg]
  obtain ⟨b, hb⟩ : ∃ b, b = μ * (g ⬝ᵥ J0 *ᵥ g) - g ⬝ᵥ J *ᵥ g := ⟨_, rfl⟩
  have hb0 : 0 ≤ b := by linarith [hle g]
  have key : ∀ t : ℝ, 0 ≤ 2 * t * (g ⬝ᵥ g) + t * t * b := by
    intro t
    have h := hle (v + t • g)
    simp only [Matrix.mulVec_add, Matrix.mulVec_smul, add_dotProduct, dotProduct_add,
      smul_dotProduct, dotProduct_smul, smul_eq_mul] at h
    rw [form_symm hJ v g, form_symm h0.isHermitian v g] at h
    rw [hgg, hb]
    linarith
  have hr : (g ⬝ᵥ g) / (b + 1) * (b + 1) = g ⬝ᵥ g := div_mul_cancel₀ _ (by linarith)
  have hk := key (-((g ⬝ᵥ g) / (b + 1)))
  generalize (g ⬝ᵥ g) / (b + 1) = r at hr hk
  rw [← hr] at hk
  have hr0 : r = 0 := by
    have : r ^ 2 ≤ 0 := by nlinarith [mul_nonneg (sq_nonneg r) hb0]
    exact pow_eq_zero_iff two_ne_zero |>.mp (le_antisymm this (sq_nonneg r))
  have hg0 : g = 0 := dotProduct_self_eq_zero.mp (by rw [← hr, hr0, zero_mul])
  exact ⟨μ, v, hne v hv, (sub_eq_zero.mp (hg.symm.trans hg0)).symm, hle⟩
```

The same lemma, with \(A\) in place of \(J_0\) and the identity in place of \(J\), gives \(\langle w,w\rangle\le\mu\langle w,Aw\rangle\). Each component then obeys

\[
w_i^2\le c\,\langle w,Aw\rangle,\qquad c=|\mu| .
\]

```lean
/-- A positive definite quadratic form controls every component of its argument. -/
lemma form_coercive {A : Matrix ι ι ℝ} (hA : A.PosDef) :
    ∃ c : ℝ, 0 ≤ c ∧ ∀ (w : ι → ℝ) i, w i ^ 2 ≤ c * (w ⬝ᵥ A *ᵥ w) := by
  classical
  rcases isEmpty_or_nonempty ι with h | h
  · exact ⟨0, le_rfl, fun _ i => isEmptyElim i⟩
  obtain ⟨μ, -, -, -, hμ⟩ := stiffest_mode hA (Matrix.isHermitian_one (n := ι) (α := ℝ))
  refine ⟨|μ|, abs_nonneg μ, fun w i => ?_⟩
  have h1 : w i * w i ≤ w ⬝ᵥ w := Finset.single_le_sum (f := fun j => w j * w j)
    (fun j _ => mul_self_nonneg _) (Finset.mem_univ i)
  have h2 := hμ w
  rw [Matrix.one_mulVec] at h2
  have h3 : 0 ≤ w ⬝ᵥ A *ᵥ w := by
    rcases eq_or_ne w 0 with rfl | hw
    · simp
    · exact (form_pos hA hw).le
  nlinarith [mul_le_mul_of_nonneg_right (le_abs_self μ) h3]
```

## Conservation and splitting of the energy

Let \(d_k=x_{k+1}-x_k\). Multiplying the recurrence by \(J_0\) gives

\[
J_0(d_{k+1}-d_k)=-\kappa Jx_{k+1}.
\]

Take the dot product with \(d_{k+1}+d_k=x_{k+2}-x_k\). By symmetry the cross terms on the left cancel:

\[
\langle d_{k+1},J_0d_{k+1}\rangle-\langle d_k,J_0d_k\rangle
=-\kappa\langle x_{k+2},Jx_{k+1}\rangle+\kappa\langle x_{k+1},Jx_k\rangle .
\]

This is \(E(x_{k+1},x_{k+2})=E(x_k,x_{k+1})\). In the proof `hf` is the equation of motion projected on a vector `u`. It is used for \(x_{k+2}\) and \(x_k\), and `linear_combination` subtracts the two and adds the symmetry relations.

```lean
/-- For positive definite `J0` and symmetric `J`, the shadow energy is exactly conserved
along every trajectory. -/
theorem shadowEnergy_conserved [DecidableEq ι] {κ : ℝ} {J0 J : Matrix ι ι ℝ} (h0 : J0.PosDef)
    (hJ : J.IsHermitian) {x : ℕ → ι → ℝ} (hx : IsTrajectory κ J0 J x) (k : ℕ) :
    shadowEnergy κ J0 J (x (k + 1)) (x (k + 2)) = shadowEnergy κ J0 J (x k) (x (k + 1)) := by
  have hc : J0 * (J0⁻¹ * J) = J := by
    rw [← Matrix.mul_assoc, Matrix.mul_nonsing_inv _ (isUnit_iff_ne_zero.mpr h0.det_pos.ne'),
      Matrix.one_mul]
  -- the equation of motion with mass matrix `J0`, projected on a vector `u`
  have hf : ∀ u, u ⬝ᵥ J0 *ᵥ x (k + 2) = 2 * (u ⬝ᵥ J0 *ᵥ x (k + 1)) - u ⬝ᵥ J0 *ᵥ x k
      - κ * (u ⬝ᵥ J *ᵥ x (k + 1)) := by
    intro u
    rw [hx k]
    simp only [Matrix.mulVec_sub, Matrix.mulVec_smul, Matrix.mulVec_mulVec, hc,
      dotProduct_sub, dotProduct_smul, smul_eq_mul]
  have s := form_symm h0.isHermitian
  simp only [shadowEnergy, Matrix.mulVec_sub, sub_dotProduct, dotProduct_sub]
  linear_combination hf (x (k + 2)) - hf (x k) + s (x (k + 2)) (x (k + 1))
    - s (x (k + 2)) (x k) + s (x (k + 1)) (x k) - κ * form_symm hJ (x (k + 1)) (x k)
```

Conservation does not yet give a bound, because the term \(\langle y,Jx\rangle\) can be negative. With \(d=y-x\) and \(s=y+x\), symmetry gives \(4\langle y,Jx\rangle=\langle s,Js\rangle-\langle d,Jd\rangle\), and so

\[
4E(x,y)=\langle d,(4J_0-\kappa J)d\rangle+\kappa\langle s,Js\rangle .
\]

The criterion says precisely that \(4J_0-\kappa J\) is positive definite.

```lean
/-- For symmetric `J`, the shadow energy splits into a form in the difference and a form in the
sum of the two points. -/
theorem shadowEnergy_split (κ : ℝ) (J0 : Matrix ι ι ℝ) {J : Matrix ι ι ℝ}
    (hJ : J.IsHermitian) (x y : ι → ℝ) :
    4 * shadowEnergy κ J0 J x y = 4 * ((y - x) ⬝ᵥ J0 *ᵥ (y - x))
      - κ * ((y - x) ⬝ᵥ J *ᵥ (y - x)) + κ * ((y + x) ⬝ᵥ J *ᵥ (y + x)) := by
  simp only [shadowEnergy, Matrix.mulVec_sub, Matrix.mulVec_add, sub_dotProduct,
    dotProduct_sub, add_dotProduct, dotProduct_add]
  linear_combination 2 * κ * form_symm hJ y x
```

## Growth at and above the limit

Suppose \(l=\kappa\mu\ge4\). The amplitudes satisfy

\[
a_{k+2}-a_{k+1}=(l-4)a_{k+1}+(a_{k+1}-a_k).
\]

Starting from \(a_1-a_0=1\), induction gives \(a_{k+1}-a_k\ge1\) and \(a_k\ge k\). At \(l=4\) the growth is exactly linear, \(a_k=k\), which is why the criterion is a strict inequality.

The first half of the proof checks that \((-1)^ka_kv\) is a trajectory, and the second half is this induction.

```lean
/-- If `J v = μ J0 v` with `J0` positive definite and `κ μ ≥ 4`, an alternating oscillation along
`v` is a trajectory, whose coefficient of `v` has absolute value at least `k` at step `k`. -/
theorem sloshing_mode [DecidableEq ι] {κ μ : ℝ} {J0 J : Matrix ι ι ℝ} (h0 : J0.PosDef) {v : ι → ℝ}
    (hv : J *ᵥ v = μ • (J0 *ᵥ v)) (hl : 4 ≤ κ * μ) :
    IsTrajectory κ J0 J (fun k => ((-1) ^ k * sloshAmplitude (κ * μ) k) • v) ∧
      ∀ k : ℕ, (k : ℝ) ≤ sloshAmplitude (κ * μ) k := by
  constructor
  · intro k
    have hm : (J0⁻¹ * J) *ᵥ v = μ • v := by
      rw [← Matrix.mulVec_mulVec, hv, Matrix.mulVec_smul, Matrix.mulVec_mulVec,
        Matrix.nonsing_inv_mul _ (isUnit_iff_ne_zero.mpr h0.det_pos.ne'), Matrix.one_mulVec]
    simp only [Matrix.mulVec_smul, hm, sloshAmplitude, pow_succ]
    module
  · -- each step adds at least one unit of amplitude
    have h : ∀ k : ℕ, (k : ℝ) ≤ sloshAmplitude (κ * μ) k ∧
        sloshAmplitude (κ * μ) k + 1 ≤ sloshAmplitude (κ * μ) (k + 1) := by
      intro k
      induction k with
      | zero => simp [sloshAmplitude]
      | succ k ih =>
        obtain ⟨h1, h2⟩ := ih
        have hk : (0 : ℝ) ≤ k := Nat.cast_nonneg k
        refine ⟨by push_cast; linarith, ?_⟩
        have hrec : sloshAmplitude (κ * μ) (k + 1 + 1) = (κ * μ - 2) *
          sloshAmplitude (κ * μ) (k + 1) - sloshAmplitude (κ * μ) k := rfl
        have hp : 0 ≤ sloshAmplitude (κ * μ) (k + 1) := by linarith
        rw [hrec]
        linarith [mul_nonneg (sub_nonneg.mpr hl) hp]
    exact fun k => (h k).1
```

## The criterion in both directions

The theorem takes `0 < κ` and `PosDef` for both matrices, which includes their symmetry. It equates `IsStable κ J0 J` with the strict inequality between the quadratic forms. The product \(J_0^{-1}J\) need not be symmetric.

Suppose first that the criterion fails at some \(v\ne0\). With the stiffest mode \(w\) and its \(\mu\),

\[
4\langle v,J_0v\rangle\le\kappa\langle v,Jv\rangle\le\kappa\mu\langle v,J_0v\rangle ,
\]

so \(\kappa\mu\ge4\). The alternating trajectory along \(w\) exceeds any proposed bound \(C\) in a component where \(w_i\neq0\), as soon as \(k>C/|w_i|\).

Suppose now that the criterion holds. Both parts of \(4E\) are nonnegative, so each is at most \(4E\). Coercivity, with constants \(c\) for \(4J_0-\kappa J\) and \(c'\) for \(J\), gives for \(d=x_{k+1}-x_k\) and \(s=x_{k+1}+x_k\)

\[
d_i^2\le 4cE,\qquad s_i^2\le \frac{4c'E}{\kappa},\qquad
(x_k)_i^2\le\tfrac12\left(d_i^2+s_i^2\right).
\]

The resulting bound does not depend on \(k\). In the code `hA` is the positive definiteness of \(4J_0-\kappa J\), while `h3` and `h4` are the bounds on \(d_i^2\) and \(s_i^2\).

```lean
/-- For positive definite `J0`, `J` and `κ > 0`, the stale kernel `J0⁻¹` keeps all trajectories
bounded exactly when `κ ⟨v, J v⟩ < 4 ⟨v, J0 v⟩` for every nonzero `v`. -/
theorem stale_kernel_stable_iff [DecidableEq ι] {κ : ℝ} (hκ : 0 < κ) {J0 J : Matrix ι ι ℝ}
    (h0 : J0.PosDef) (hJ : J.PosDef) :
    IsStable κ J0 J ↔ ∀ v : ι → ℝ, v ≠ 0 → κ * (v ⬝ᵥ J *ᵥ v) < 4 * (v ⬝ᵥ J0 *ᵥ v) := by
  constructor
  · intro hst v hv
    by_contra hcon
    obtain ⟨j, -⟩ := Function.ne_iff.mp hv
    have : Nonempty ι := ⟨j⟩
    -- a violated criterion makes the stiffest mode unstable
    obtain ⟨μ, w, hw, hmode, hle⟩ := stiffest_mode h0 hJ.isHermitian
    have hl : 4 ≤ κ * μ := by
      refine le_of_mul_le_mul_right ?_ (form_pos h0 hv)
      linarith [mul_le_mul_of_nonneg_left (hle v) hκ.le, not_lt.mp hcon]
    obtain ⟨htraj, hgrow⟩ := sloshing_mode h0 hmode hl
    obtain ⟨C, hC⟩ := hst _ htraj
    obtain ⟨i, hi⟩ := Function.ne_iff.mp hw
    have hi' : 0 < |w i| := abs_pos.mpr hi
    obtain ⟨k, hk⟩ := exists_nat_gt (C / |w i|)
    have h1 := hC k i
    simp only [Pi.smul_apply, smul_eq_mul, abs_mul, abs_pow, abs_neg, abs_one, one_pow,
      one_mul] at h1
    have h2 := mul_le_mul_of_nonneg_right ((hgrow k).trans (le_abs_self _)) hi'.le
    linarith [(div_lt_iff₀ hi').mp hk]
  · intro hcrit x hx
    have hform : ∀ w : ι → ℝ, w ⬝ᵥ ((4 : ℝ) • J0 - κ • J) *ᵥ w
        = 4 * (w ⬝ᵥ J0 *ᵥ w) - κ * (w ⬝ᵥ J *ᵥ w) := by
      intro w
      simp only [Matrix.sub_mulVec, Matrix.smul_mulVec, dotProduct_sub, dotProduct_smul,
        smul_eq_mul]
    have hA : ((4 : ℝ) • J0 - κ • J).PosDef := by
      refine Matrix.posDef_iff_dotProduct_mulVec.mpr ⟨?_, ?_⟩
      · simp only [Matrix.IsHermitian, Matrix.conjTranspose_sub, Matrix.conjTranspose_smul,
          star_trivial, h0.isHermitian.eq, hJ.isHermitian.eq]
      · intro w hw
        rw [star_trivial, hform]
        linarith [hcrit w hw]
    have hnn : ∀ {A : Matrix ι ι ℝ}, A.PosDef → ∀ w : ι → ℝ, 0 ≤ w ⬝ᵥ A *ᵥ w := by
      intro A hA w
      rcases eq_or_ne w 0 with rfl | hw
      · simp
      · exact (form_pos hA hw).le
    obtain ⟨c, hc, hcA⟩ := form_coercive hA
    obtain ⟨c', hc', hcJ⟩ := form_coercive hJ
    obtain ⟨E, hE0⟩ : ∃ E, shadowEnergy κ J0 J (x 0) (x 1) = E := ⟨_, rfl⟩
    have hE : ∀ k, shadowEnergy κ J0 J (x k) (x (k + 1)) = E := by
      intro k
      induction k with
      | zero => exact hE0
      | succ k ih => exact (shadowEnergy_conserved h0 hJ.isHermitian hx k).trans ih
    -- the conserved energy bounds difference and sum of consecutive points
    refine ⟨√((c * (4 * E) + c' * (4 * E / κ)) / 2), fun k i => Real.abs_le_sqrt ?_⟩
    have hs := shadowEnergy_split κ J0 hJ.isHermitian (x k) (x (k + 1))
    rw [hE, ← hform] at hs
    have h1 : (x (k + 1) - x k) ⬝ᵥ ((4 : ℝ) • J0 - κ • J) *ᵥ (x (k + 1) - x k) ≤ 4 * E := by
      linarith [mul_nonneg hκ.le (hnn hJ (x (k + 1) + x k))]
    have h2 : (x (k + 1) + x k) ⬝ᵥ J *ᵥ (x (k + 1) + x k) ≤ 4 * E / κ :=
      (le_div_iff₀ hκ).mpr (by linarith [hnn hA (x (k + 1) - x k)])
    have h3 := (hcA (x (k + 1) - x k) i).trans (mul_le_mul_of_nonneg_left h1 hc)
    have h4 := (hcJ (x (k + 1) + x k) i).trans (mul_le_mul_of_nonneg_left h2 hc')
    simp only [Pi.sub_apply, Pi.add_apply] at h3 h4
    nlinarith [sq_nonneg (x (k + 1) i)]
```

## How much stiffening an old kernel tolerates

If \(\langle v,Jv\rangle\le r\langle v,J_0v\rangle\) for all \(v\), and \(\kappa r<4\), then for \(v\ne0\)

\[
\kappa\langle v,Jv\rangle\le\kappa r\langle v,J_0v\rangle<4\langle v,J_0v\rangle ,
\]

and the old kernel is still stable. With \(\kappa=2\), for example, any stiffening factor \(r\) below 2 is tolerated. If \(\langle v,Jv\rangle\le\langle v,J_0v\rangle\) for all \(v\), the old kernel is stable whenever the fresh one was, that is, whenever \(\kappa<4\). Stiffening refers here to the auxiliary oscillator and not to the electrons: in the charge example with a fixed positive definite \(F\), a more polarisable system has a larger \(-\chi\) and hence a larger \(FJ=F-F\chi F\).

```lean
/-- For positive definite `J0`, `J` and `κ > 0`, the old kernel remains stable if the quadratic
form of `J` is at most `r` times that of `J0` and `κ r < 4`. -/
theorem stable_of_limited_stiffening [DecidableEq ι] {κ r : ℝ} (hκ : 0 < κ) {J0 J : Matrix ι ι ℝ}
    (h0 : J0.PosDef) (hJ : J.PosDef)
    (hr : ∀ v : ι → ℝ, v ⬝ᵥ J *ᵥ v ≤ r * (v ⬝ᵥ J0 *ᵥ v)) (hκr : κ * r < 4) :
    IsStable κ J0 J := by
  refine (stale_kernel_stable_iff hκ h0 hJ).mpr fun v hv => ?_
  linarith [mul_le_mul_of_nonneg_left (hr v) hκ.le,
    mul_lt_mul_of_pos_right hκr (form_pos h0 hv)]

end

end StaleKernelXLBOMD
```

The same argument gives the time-step limit of the Verlet scheme for coupled harmonic oscillators. Let \(M\) be the mass matrix and \(K\) the force-constant matrix, both symmetric positive definite, and let \(h>0\) be the time step. Setting \(J_0=M\), \(J=K\) and \(\kappa=h^2\) shows that all trajectories are bounded exactly when \(h^2\langle v,Kv\rangle<4\langle v,Mv\rangle\) for every \(v\ne0\). In terms of the highest normal-mode frequency this is \(h\,\omega_{\max}<2\).

```lean
#print axioms StaleKernelXLBOMD.stale_kernel_stable_iff
-- 'StaleKernelXLBOMD.stale_kernel_stable_iff' depends on axioms: [propext, Classical.choice, Quot.sound]
#print axioms StaleKernelXLBOMD.stable_of_limited_stiffening
-- 'StaleKernelXLBOMD.stable_of_limited_stiffening' depends on axioms: [propext, Classical.choice, Quot.sound]
```
